# Under a unitary representation, the adjoint of a rational combination of three-particle permutations is the same combination of the inverse permutations

The permutations of three particles, combined with rational coefficients, form the group algebra `QS3`, and `φ` represents it by elements of a ring `B` that has an adjoint operation `star` and is an algebra over the rationals. The theorem `star_map_eq` assumes that the adjoint of each represented permutation, multiplied on the left, cancels it to 1. It concludes that the adjoint of `φ x` is `φ (inversion x)`, where `inversion` replaces every permutation in `x` by its inverse and keeps the coefficients. The attempt argues by induction on `x`: first for single permutations, where a left inverse must equal a right inverse, then for sums and rational multiples.

This version doesn't compile in Lean 4 with Mathlib:

```lean
import Mathlib

open Equiv

namespace StarMapEq

noncomputable section

/-- The rational group algebra of the permutations of three particles, numbered 0, 1, 2. -/
abbrev QS3 := MonoidAlgebra ℚ (Perm (Fin 3))

/-- A permutation regarded as an element of the group algebra. -/
abbrev perm : Perm (Fin 3) →* QS3 := MonoidAlgebra.of ℚ (Perm (Fin 3))

/-- Inversion of permutations, as a homomorphism into the opposite algebra. -/
def invHom : Perm (Fin 3) →* QS3ᵐᵒᵖ where
  toFun g := MulOpposite.op (perm g⁻¹)
  map_one' := by simp only [inv_one, map_one, MulOpposite.op_one]
  map_mul' g h := by simp only [mul_inv_rev, map_mul, MulOpposite.op_mul]

/-- The linear extension of inversion of permutations to the group algebra. -/
def inversion : QS3 →ₗ[ℚ] QS3 where
  toFun x := MulOpposite.unop (MonoidAlgebra.lift _ _ _ invHom x)
  map_add' x y := by simp only [map_add, MulOpposite.unop_add]
  map_smul' r x := by simp only [map_smul, MulOpposite.unop_smul, RingHom.id_apply]

/-- Inversion sends each permutation to its inverse. -/
theorem inversion_perm (g : Perm (Fin 3)) : inversion (perm g) = perm g⁻¹ :=
  congrArg MulOpposite.unop (MonoidAlgebra.lift_of invHom g)

/-- In a representation where every permutation acts as a unitary element, the adjoint of a
represented element represents its inversion. -/
theorem star_map_eq {B : Type*} [Ring B] [StarRing B] [Algebra ℚ B] (φ : QS3 →ₐ[ℚ] B)
    (hφ : ∀ g, star (φ (perm g)) * φ (perm g) = 1) (x : QS3) :
    star (φ x) = φ (inversion x) := by
  refine MonoidAlgebra.induction_on x (fun g => ?_) (fun x y hx hy => ?_) (fun r x hx => ?_)
  · change star (φ (perm g)) = φ (inversion (perm g))
    have hr : φ (perm g) * φ (perm g⁻¹) = 1 := by
      rw [← map_mul φ, ← map_mul perm, mul_inv_cancel, map_one, map_one]
    rw [inversion_perm]
    exact left_inv_eq_right_inv (hφ g) hr
  · simp only [map_add, star_add, hx, hy]
  · simp only [map_smul, star_rat_smul, hx]

end

end StarMapEq
```

Compiling this gives:

```
Main.lean:36:2: error: Type mismatch
  MonoidAlgebra.induction_on x (fun g => ?m.36) (fun x y hx hy => ?m.42) fun r x hx => ?m.47
has type
  ?m.34 x
but is expected to have type
  star (φ x) = φ (inversion x)
```

The induction principle `MonoidAlgebra.induction_on` proves a property of `x`, and Lean has to work out which property is meant. In the message that property is still the unknown `?m.34`, so the `refine` term has type `?m.34 x`, which Lean did not match with the goal `star (φ x) = φ (inversion x)`. The message doesn't say why the match failed. It concerns only the way the induction was applied, and reports no fault in the arguments for the three cases.

The repair uses `induction x using MonoidAlgebra.induction_on`. This tactic builds the property from the goal itself, by letting `x` vary in it, so Lean no longer has to find it by matching `?m.34 x` with the goal.

The `rename_i` lines are needed because the `fun` binders that named the variables and hypotheses are gone, and the later steps refer to `g`, `hx` and `hy`. The proof steps within the three cases are otherwise unchanged.

The mended proof, as a diff:

```diff
@@ -34,12 +34,15 @@
     (hφ : ∀ g, star (φ (perm g)) * φ (perm g) = 1) (x : QS3) :
     star (φ x) = φ (inversion x) := by
-  refine MonoidAlgebra.induction_on x (fun g => ?_) (fun x y hx hy => ?_) (fun r x hx => ?_)
-  · change star (φ (perm g)) = φ (inversion (perm g))
+  induction x using MonoidAlgebra.induction_on
+  · rename_i g
+    change star (φ (perm g)) = φ (inversion (perm g))
     have hr : φ (perm g) * φ (perm g⁻¹) = 1 := by
       rw [← map_mul φ, ← map_mul perm, mul_inv_cancel, map_one, map_one]
     rw [inversion_perm]
     exact left_inv_eq_right_inv (hφ g) hr
-  · simp only [map_add, star_add, hx, hy]
-  · simp only [map_smul, star_rat_smul, hx]
+  · rename_i x y hx hy
+    simp only [map_add, star_add, hx, hy]
+  · rename_i r x hx
+    simp only [map_smul, star_rat_smul, hx]
 
 end
```
